# One independent uniform point in each of N equal cells estimates the integral of an L-Lipschitz function over [0,1] with variance at most L²/(12N³)

Divide [0,1] into N ≥ 1 equal cells, draw one uniform point in each, pairwise independently, and average the values of a real function f at these points. If |f(x) − f(y)| ≤ L|x − y| on [0,1], the average has expectation ∫₀¹ f(x) dx and variance at most L²/(12N³), and affine functions of slope L or −L attain this bound.

```lean
import Mathlib

open MeasureTheory ProbabilityTheory Set
open scoped NNReal

namespace StratifiedSampling

noncomputable section

/-- The uniform distribution on the unit interval. -/
abbrev unif : Measure ℝ := volume.restrict (Icc (0 : ℝ) 1)

instance : IsProbabilityMeasure unif := ⟨by simp [unif]⟩

/-- The point of cell `i` (counted from zero, out of `N` equal cells of the unit interval)
selected by a number `u` in `[0,1]`. -/
def stratumPoint {N : ℕ} (i : Fin N) (u : ℝ) : ℝ := (((i : ℕ) : ℝ) + u) / N

/-- The stratified estimate, for `N ≥ 1`: the average of `f` over one sample point per cell,
where `U i` is the random number used in cell `i`. -/
def stratifiedEstimate {Ω : Type*} {N : ℕ} (f : ℝ → ℝ) (U : Fin N → Ω → ℝ) (ω : Ω) : ℝ :=
  (∑ i, f (stratumPoint i (U i ω))) / N

/-- The expectation over a uniform random number is the integral over `[0,1]`. -/
lemma integral_unif (g : ℝ → ℝ) : ∫ x, g x ∂unif = ∫ x in (0 : ℝ)..1, g x := by
  rw [intervalIntegral.integral_of_le zero_le_one, ← integral_Icc_eq_integral_Ioc]

/-- A function continuous on `[0,1]` has a finite second moment under the uniform law. -/
lemma memLp_unif {g : ℝ → ℝ} (hg : ContinuousOn g (Icc 0 1)) : MemLp g 2 unif := by
  obtain ⟨C, hC⟩ := isCompact_Icc.exists_bound_of_continuousOn hg
  exact MemLp.of_bound (hg.aestronglyMeasurable measurableSet_Icc) C
    ((ae_restrict_iff' measurableSet_Icc).2 (.of_forall hC))

/-- The mean square distance from the midpoint of the unit interval is `1 / 12`. -/
lemma integral_centered_sq : ∫ x in (0 : ℝ)..1, (x - 1 / 2) ^ 2 = 1 / 12 := by
  rw [intervalIntegral.integral_comp_sub_right (fun x : ℝ => x ^ 2) (1 / 2), integral_pow]
  norm_num

/-- For a random number in `[0,1]`, the sample point of every cell lies in `[0,1]`. -/
lemma stratumPoint_mem {N : ℕ} (i : Fin N) {u : ℝ} (hu : u ∈ Icc (0 : ℝ) 1) :
    stratumPoint i u ∈ Icc (0 : ℝ) 1 := by
  have hN : (0 : ℝ) < N := Nat.cast_pos.2 i.pos
  have hi : ((i : ℕ) : ℝ) + 1 ≤ N := by exact_mod_cast i.isLt
  have h0 : (0 : ℝ) ≤ ((i : ℕ) : ℝ) := Nat.cast_nonneg _
  exact ⟨div_nonneg (by linarith [hu.1]) hN.le, (div_le_one hN).2 (by linarith [hu.2])⟩

/-- If `f` is continuous on `[0,1]`, its value at the sample point of a cell depends
continuously on the random number in `[0,1]`. -/
lemma continuousOn_cell {N : ℕ} {f : ℝ → ℝ} (hf : ContinuousOn f (Icc 0 1)) (i : Fin N) :
    ContinuousOn (fun u => f (stratumPoint i u)) (Icc 0 1) :=
  hf.comp (by unfold stratumPoint; fun_prop) (fun _ hu => stratumPoint_mem i hu)

/-- A `K`-Lipschitz function of a uniform random number in `[0,1]` has variance at most
`K² / 12`. -/
theorem variance_lipschitz_le {K : ℝ≥0} {g : ℝ → ℝ} (hg : LipschitzOnWith K g (Icc 0 1)) :
    Var[g; unif] ≤ (K : ℝ) ^ 2 / 12 := by
  have hm := memLp_unif hg.continuousOn
  have hc : MemLp (fun x => g x - g (1 / 2)) 2 unif := hm.sub (memLp_const _)
  calc Var[g; unif] = Var[fun x => g x - g (1 / 2); unif] :=
        (variance_sub_const hm.aestronglyMeasurable _).symm
    _ ≤ ∫ x, (g x - g (1 / 2)) ^ 2 ∂unif :=
        variance_le_expectation_sq hc.aestronglyMeasurable
    _ ≤ ∫ x, (K : ℝ) ^ 2 * (x - 1 / 2) ^ 2 ∂unif := by
        refine integral_mono_ae hc.integrable_sq
          (ContinuousOn.integrableOn_Icc (by fun_prop)) ?_
        filter_upwards [ae_restrict_mem measurableSet_Icc] with x hx
        have h := hg.dist_le_mul x hx (1 / 2) ⟨by norm_num, by norm_num⟩
        rw [Real.dist_eq, Real.dist_eq] at h
        have h2 := pow_le_pow_left₀ (abs_nonneg _) h 2
        rw [mul_pow, sq_abs, sq_abs] at h2
        exact h2
    _ = (K : ℝ) ^ 2 / 12 := by
        rw [integral_unif, intervalIntegral.integral_const_mul, integral_centered_sq]
        ring

/-- An affine function with slope `b` of a uniform random number in `[0,1]` has variance
exactly `b² / 12`. -/
theorem variance_affine (a b : ℝ) : Var[fun x => a + b * x; unif] = b ^ 2 / 12 := by
  have hX : AEMeasurable (fun x : ℝ => a + b * x) unif := by fun_prop
  have hmean : ∫ x, (a + b * x) ∂unif = a + b / 2 := by
    rw [integral_unif, intervalIntegral.integral_add
      (continuous_const.intervalIntegrable _ _)
      (Continuous.intervalIntegrable (by fun_prop) _ _),
      intervalIntegral.integral_const_mul, integral_id, intervalIntegral.integral_const,
      smul_eq_mul]
    ring
  have hsq : ∀ x : ℝ, (a + b * x - (a + b / 2)) ^ 2 = b ^ 2 * (x - 1 / 2) ^ 2 :=
    fun x => by ring
  rw [variance_eq_integral hX]
  simp only [hmean, hsq]
  rw [integral_unif, intervalIntegral.integral_const_mul, integral_centered_sq]
  ring

/-- For `N ≥ 1` cells and `f` continuous on `[0,1]`, the average of the cell means of `f` is
the integral of `f` over `[0,1]`. -/
theorem average_cell_means {N : ℕ} (hN : 0 < N) {f : ℝ → ℝ} (hf : ContinuousOn f (Icc 0 1)) :
    (∑ i : Fin N, ∫ u in (0 : ℝ)..1, f (stratumPoint i u)) / N = ∫ x in (0 : ℝ)..1, f x := by
  have hN' : (N : ℝ) ≠ 0 := Nat.cast_ne_zero.2 hN.ne'
  -- change of variables from the random number to the position in the cell
  have hcell : ∀ i : Fin N, ∫ u in (0 : ℝ)..1, f (stratumPoint i u) =
      N * ∫ x in (((i : ℕ) : ℝ) / N)..((((i : ℕ) + 1 : ℕ) : ℝ) / N), f x := by
    intro i
    have h := intervalIntegral.integral_comp_add_div (a := 0) (b := 1) f hN'
      (((i : ℕ) : ℝ) / N)
    have e : ∀ u, stratumPoint i u = ((i : ℕ) : ℝ) / N + u / N := fun u => add_div _ _ _
    have e1 : ((i : ℕ) : ℝ) / N + 0 / N = ((i : ℕ) : ℝ) / N := by simp
    have e2 : ((i : ℕ) : ℝ) / N + 1 / N = (((i : ℕ) + 1 : ℕ) : ℝ) / N := by
      push_cast; ring
    simp only [e]
    rw [h, e1, e2, smul_eq_mul]
  have hmem : ∀ k : ℕ, k ≤ N → (k : ℝ) / N ∈ Icc (0 : ℝ) 1 := fun k hk =>
    ⟨by positivity, div_le_one_of_le₀ (by exact_mod_cast hk) (by positivity)⟩
  -- adjacent cells fit together to the whole interval
  have hs := intervalIntegral.sum_integral_adjacent_intervals (f := f) (μ := volume)
    (a := fun k : ℕ => (k : ℝ) / N) (n := N) (fun k hk =>
      (hf.mono (uIcc_subset_Icc (hmem k hk.le) (hmem (k + 1) hk))).intervalIntegrable)
  simp only [hcell]
  rw [← Finset.mul_sum, mul_div_cancel_left₀ _ hN', Fin.sum_univ_eq_sum_range
    (fun k : ℕ => ∫ x in ((k : ℝ) / N)..(((k + 1 : ℕ) : ℝ) / N), f x) N]
  exact hs.trans (by simp [hN'])

variable {Ω : Type*} [MeasurableSpace Ω] {μ : Measure Ω}
  {N : ℕ} {U : Fin N → Ω → ℝ} {f : ℝ → ℝ}

/-- With `N ≥ 1` cells and uniform random numbers, the stratified estimate of a function
continuous on `[0,1]` is unbiased. -/
theorem stratified_unbiased (hN : 0 < N) (hf : ContinuousOn f (Icc 0 1))
    (hU : ∀ i, MeasurePreserving (U i) μ unif) :
    ∫ ω, stratifiedEstimate f U ω ∂μ = ∫ x in (0 : ℝ)..1, f x := by
  unfold stratifiedEstimate
  have hint : ∀ i, Integrable (fun ω => f (stratumPoint i (U i ω))) μ := by
    intro i
    have h : Integrable (fun u => f (stratumPoint i u)) (μ.map (U i)) := by
      rw [(hU i).map_eq]
      exact (memLp_unif (continuousOn_cell hf i)).integrable one_le_two
    exact h.comp_measurable (hU i).measurable
  rw [integral_div, integral_finsetSum _ (fun i _ => hint i), ← average_cell_means hN hf]
  congr 1
  refine Finset.sum_congr rfl fun i _ => ?_
  have hm : AEStronglyMeasurable (fun u => f (stratumPoint i u)) (μ.map (U i)) := by
    rw [(hU i).map_eq]
    exact (memLp_unif (continuousOn_cell hf i)).aestronglyMeasurable
  rw [← integral_unif, ← (hU i).map_eq, integral_map (hU i).measurable.aemeasurable hm]

/-- For pairwise independent uniform random numbers and `f` continuous on `[0,1]`, the variance
of the stratified estimate is the sum of the variances within the cells, divided by `N²`. -/
theorem variance_stratified (hf : ContinuousOn f (Icc 0 1))
    (hU : ∀ i, MeasurePreserving (U i) μ unif)
    (hind : Pairwise fun i j => IndepFun (U i) (U j) μ) :
    Var[stratifiedEstimate f U; μ] =
      (∑ i : Fin N, Var[fun u => f (stratumPoint i u); unif]) / (N : ℝ) ^ 2 := by
  have hL := fun i : Fin N => memLp_unif (continuousOn_cell hf i)
  have hm : ∀ i, AEMeasurable (fun u => f (stratumPoint i u)) (μ.map (U i)) := fun i => by
    rw [(hU i).map_eq]
    exact (hL i).aestronglyMeasurable.aemeasurable
  have hUm := fun i => (hU i).measurable.aemeasurable (μ := μ)
  have hfun : stratifiedEstimate f U =
      (N : ℝ)⁻¹ • ∑ i, (fun u => f (stratumPoint i u)) ∘ U i := by
    ext ω
    simp [stratifiedEstimate, div_eq_inv_mul]
  -- independence removes the covariances between cells
  rw [hfun, variance_smul, IndepFun.variance_sum
    (fun i _ => (hL i).comp_measurePreserving (hU i))
    (fun i _ j _ hij => (hind hij).comp₀ (hUm i) (hUm j) (hm i) (hm j)),
    inv_pow, ← div_eq_inv_mul]
  congr 1
  refine Finset.sum_congr rfl fun i _ => ?_
  rw [← variance_map (hm i) (hUm i), (hU i).map_eq]

/-- Stratified sampling with one uniform point in each of `N ≥ 1` equal cells, pairwise
independent: for `f` `L`-Lipschitz on `[0,1]` the estimate is unbiased and its variance is at
most `L² / (12 N³)`. -/
theorem stratified_sampling {L : ℝ≥0} (hN : 0 < N) (hf : LipschitzOnWith L f (Icc 0 1))
    (hU : ∀ i, MeasurePreserving (U i) μ unif)
    (hind : Pairwise fun i j => IndepFun (U i) (U j) μ) :
    ∫ ω, stratifiedEstimate f U ω ∂μ = ∫ x in (0 : ℝ)..1, f x ∧
      Var[stratifiedEstimate f U; μ] ≤ (L : ℝ) ^ 2 / (12 * (N : ℝ) ^ 3) := by
  refine ⟨stratified_unbiased hN hf.continuousOn hU, ?_⟩
  have hN' : (0 : ℝ) < N := Nat.cast_pos.2 hN
  -- within a cell the Lipschitz constant shrinks by the factor `N`
  have hcell : ∀ i : Fin N,
      Var[fun u => f (stratumPoint i u); unif] ≤ ((L : ℝ) / N) ^ 2 / 12 := by
    intro i
    have hl : LipschitzOnWith (L / (N : ℝ≥0)) (fun u => f (stratumPoint i u)) (Icc 0 1) := by
      refine LipschitzOnWith.of_dist_le_mul fun x hx y hy => ?_
      have h := hf.dist_le_mul _ (stratumPoint_mem i hx) _ (stratumPoint_mem i hy)
      have e : dist (stratumPoint i x) (stratumPoint i y) = dist x y / N := by
        rw [Real.dist_eq, Real.dist_eq, stratumPoint, stratumPoint, ← sub_div,
          add_sub_add_left_eq_sub, abs_div, abs_of_pos hN']
      rw [e] at h
      refine h.trans_eq ?_
      push_cast
      ring
    simpa using variance_lipschitz_le hl
  rw [variance_stratified hf.continuousOn hU hind]
  calc _ ≤ (∑ _i : Fin N, ((L : ℝ) / N) ^ 2 / 12) / (N : ℝ) ^ 2 := by
        gcongr with i
        exact hcell i
    _ = (L : ℝ) ^ 2 / (12 * (N : ℝ) ^ 3) := by
        rw [Finset.sum_const, Finset.card_univ, Fintype.card_fin, nsmul_eq_mul]
        field_simp

/-- For an affine function with slope `b`, and pairwise independent uniform points in `N ≥ 1`
equal cells, the variance of the stratified estimate is exactly `b² / (12 N³)`. -/
theorem stratified_affine_eq (hN : 0 < N) (a b : ℝ)
    (hU : ∀ i, MeasurePreserving (U i) μ unif)
    (hind : Pairwise fun i j => IndepFun (U i) (U j) μ) :
    Var[stratifiedEstimate (fun x => a + b * x) U; μ] = b ^ 2 / (12 * (N : ℝ) ^ 3) := by
  have hN' : (N : ℝ) ≠ 0 := Nat.cast_ne_zero.2 hN.ne'
  have hcell : ∀ i : Fin N,
      Var[fun u => a + b * stratumPoint i u; unif] = (b / N) ^ 2 / 12 := by
    intro i
    rw [← variance_affine (a + b * ((i : ℕ) : ℝ) / N) (b / N)]
    congr 1
    ext u
    rw [stratumPoint]
    ring
  rw [variance_stratified (by fun_prop) hU hind]
  simp only [hcell]
  rw [Finset.sum_const, Finset.card_univ, Fintype.card_fin, nsmul_eq_mul]
  field_simp

/-- The coordinates on the `N`-fold product of the uniform distribution are uniform and
pairwise independent random numbers. -/
theorem stratified_sampling_witness (N : ℕ) :
    (∀ i : Fin N, MeasurePreserving (fun ω : Fin N → ℝ => ω i)
      (Measure.pi fun _ => unif) unif) ∧
    Pairwise fun i j : Fin N => IndepFun (fun ω : Fin N → ℝ => ω i) (fun ω => ω j)
      (Measure.pi fun _ => unif) := by
  refine ⟨fun i => measurePreserving_eval (fun _ : Fin N => unif) i, fun i j hij => ?_⟩
  have h := iIndepFun_pi (μ := fun _ : Fin N => unif) (X := fun _ (x : ℝ) => x)
    (fun _ => aemeasurable_id')
  exact h.indepFun hij

end

end StratifiedSampling
```

```lean
#print axioms StratifiedSampling.stratified_sampling
-- 'StratifiedSampling.stratified_sampling' depends on axioms: [propext, Classical.choice, Quot.sound]
#print axioms StratifiedSampling.stratified_affine_eq
-- 'StratifiedSampling.stratified_affine_eq' depends on axioms: [propext, Classical.choice, Quot.sound]
```

## The estimate and its scatter

The problem is to find an integral from N evaluations of the integrand at random points, and to know how far the answer scatters from one repetition to the next. Count the cells from i = 0 to N − 1 and let U_i be the random number used in cell i. The sample points and the estimate are

x_i = (i + U_i)/N,

A = (1/N) Σ_i f(x_i).

In Lean these are `stratumPoint` and `stratifiedEstimate`. The main theorem, `stratified_sampling`, states both the expectation of A and the bound on its variance. Its hypotheses read as follows.

- `hN : 0 < N` says that there is at least one cell.
- `LipschitzOnWith L f (Icc 0 1)` is the Lipschitz condition, with L ≥ 0 built into the type `ℝ≥0`. The function f is defined on all of ℝ but constrained only on [0,1].
- `MeasurePreserving (U i) μ unif` says that U_i is measurable and uniformly distributed on [0,1]. Here μ is the probability law on an arbitrary sample space Ω, and `unif` is length restricted to [0,1].
- `Pairwise fun i j => IndepFun (U i) (U j) μ` says that the random numbers of any two different cells are independent. Joint independence of all N is not required.

The theorem `stratified_sampling_witness` supplies a concrete example of such random numbers: the coordinates of a point drawn from the N-fold product of the uniform distribution.

## Integrating along a coupling parameter

In thermodynamic integration, a free-energy difference is the integral over a coupling parameter λ from 0 to 1 of the mean derivative ⟨∂H/∂λ⟩ of the Hamiltonian H, where the mean is the equilibrium average at that λ, and the temperature and the volume are the same along the whole path (for a Gibbs free energy, the temperature and the pressure). The theorem applies to this one-parameter integral if f(λ) is that mean derivative, known without error at each chosen λ and Lipschitz in λ. The constant L then bounds how fast the mean derivative changes along the path. An integrand that diverges at an end of the path, as can happen when a particle is switched off, has no finite L.

Thermodynamic integration is commonly done at fixed, preselected values of λ with a quadrature rule; the theorem concerns the variant in which one λ is drawn at random in each cell. It also leaves out the error made when f(x_i) is replaced by a measured value: a finite run at each λ adds its own statistical noise, and possibly bias, to A. Uniformity and pairwise independence are likewise assumed of the random numbers, not derived for any particular generator.

## The variance of a Lipschitz function of one random number

Let U be uniform on [0,1] and let g be K-Lipschitz there. For any constant c,

Var g(U) = E[(g(U) − c)²] − (E[g(U)] − c)² ≤ E[(g(U) − c)²].

Take c = g(1/2). The Lipschitz condition gives |g(u) − g(1/2)| ≤ K|u − 1/2|, so

Var g(U) ≤ K² ∫₀¹ (u − 1/2)² du = K²/12.

The last integral is that of t² from −1/2 to 1/2, which is (1/8 + 1/8)/3 = 1/12.

This is `variance_lipschitz_le`, whose `calc` block follows the same chain. It subtracts g(1/2), bounds the variance by the mean square, compares the integrands by `integral_mono_ae`, and evaluates the integral with `integral_centered_sq`. Two auxiliary lemmas support it: `integral_unif` turns an expectation into an ordinary integral, and `memLp_unif` shows that a function continuous on [0,1] has a finite second moment.

## Cell means add up to the integral

Write g_i(u) = f((i + u)/N) for the function of the random number seen in cell i. With x = (i + u)/N and du = N dx,

∫₀¹ g_i(u) du = N ∫ f(x) dx, taken from i/N to (i+1)/N.

Summing over the cells and dividing by N joins the adjacent intervals:

E[A] = (1/N) Σ_i ∫₀¹ g_i(u) du = ∫₀¹ f(x) dx.

In `average_cell_means`, the step `hcell` is the change of variables, and `sum_integral_adjacent_intervals` joins the cells. The lemmas `stratumPoint_mem` and `continuousOn_cell` keep the sample points inside [0,1] and carry the continuity of f over to g_i. The theorem `stratified_unbiased` then exchanges expectation and finite sum, and uses the uniform law of each U_i to replace its expectation by the cell mean. It needs only continuity of f on [0,1] and no independence.

## From one cell to N cells

The variance of the average is

Var A = (1/N²) [Σ_i Var g_i(U_i) + Σ_{i≠j} Cov(g_i(U_i), g_j(U_j))].

Pairwise independence makes every covariance zero. This is `variance_stratified`: it writes the estimate as N⁻¹ times a sum, takes out the factor N⁻² with `variance_smul`, and applies `IndepFun.variance_sum`. It too asks only for continuity of f.

Within a cell, the sample point moves by only 1/N of the change in the random number:

|g_i(u) − g_i(v)| ≤ L |(i + u)/N − (i + v)/N| = (L/N)|u − v|.

So g_i is (L/N)-Lipschitz, and the one-variable bound with K = L/N gives Var g_i(U_i) ≤ L²/(12N²). Adding N such terms,

Var A ≤ (1/N²) · N · L²/(12N²) = L²/(12N³).

In `stratified_sampling`, the step `hl` establishes the smaller Lipschitz constant, `hcell` bounds each cell variance, and the closing `calc` adds the N equal bounds. The standard deviation of A is therefore at most L/(√12 N^(3/2)).

## Straight lines attain the bound

For f(x) = a + bx the function in cell i is again affine,

g_i(u) = (a + bi/N) + (b/N)u.

Its deviation from its mean is (b/N)(u − 1/2), so its variance is exactly b²/(12N²), and the sum over cells gives

Var A = b²/(12N³).

The lemma behind this is `variance_affine`, which computes the mean and then the mean square deviation; `stratified_affine_eq` applies it in every cell. Since a line of slope b is |b|-Lipschitz, the bound is an equality here, and no smaller constant than 1/12 would serve for all Lipschitz functions. By comparison, N independent points, each drawn uniformly from the whole of [0,1], give the same line a variance of b²/(12N), larger by a factor N².

## A single cell

For N = 1 the only cell is [0,1] itself, x_0 = U_0, and the estimate is one value of f at one uniform point. There are no pairs, so the independence condition is empty. The bound becomes L²/12, the one-variable result with K = L: stratification has not yet gained anything over plain random sampling.
